# The magnetic-field derivative of the conductivity in a finite linearised Boltzmann model

In a linearised Boltzmann model with finitely many states, the conductivity at magnetic field B is σ(B) = v · (L + BΩ)⁻¹w, where L is a real positive definite collision matrix, Ω a real antisymmetric magnetic term, and v and w are arbitrary real vectors. The theorem `conductivity_hasDerivAt` says that σ is differentiable at every field B₀, with derivative −v · K⁻¹ΩK⁻¹w, where K = L + B₀Ω. The proof uses the resolvent identity to show that, for B ≠ B₀, the difference quotient of σ equals minus another conductivity, with v replaced by a vector that depends on B₀ but not on B. That conductivity is continuous in B, so letting B tend to B₀ gives the derivative.

The failing Lean file:

```lean
import Mathlib

open Matrix Filter Topology

namespace ConductivityHasDerivAt

noncomputable section

variable {n : Type*} [Fintype n] [DecidableEq n] {L Ω : Matrix n n ℝ}

/-- The linearised Boltzmann operator `L + B Ω`: collisions `L` plus the magnetic drift term
`Ω` multiplied by the field strength `B`. -/
def boltzmannOp (L Ω : Matrix n n ℝ) (B : ℝ) : Matrix n n ℝ := L + B • Ω

/-- The conductivity `⟨v, (L + B Ω)⁻¹ w⟩` between the velocity vectors `v` and `w`, for fields
`B` at which `L + B Ω` is invertible. -/
def conductivity (L Ω : Matrix n n ℝ) (v w : n → ℝ) (B : ℝ) : ℝ :=
  v ⬝ᵥ (boltzmannOp L Ω B)⁻¹ *ᵥ w

omit [DecidableEq n] in
/-- The matrix elements of an antisymmetric magnetic term change sign when the two
distributions are exchanged. -/
theorem magnetic_antisymm (hΩ : Ωᵀ = -Ω) (x y : n → ℝ) :
    x ⬝ᵥ Ω *ᵥ y = -(y ⬝ᵥ Ω *ᵥ x) := by
  rw [Matrix.dotProduct_mulVec x, ← Matrix.mulVec_transpose, hΩ, Matrix.neg_mulVec,
    neg_dotProduct, dotProduct_comm]

/-- With a positive definite collision operator and an antisymmetric magnetic term, the
Boltzmann operator is invertible at every field. -/
theorem boltzmannOp_isUnit (hL : L.PosDef) (hΩ : Ωᵀ = -Ω) (B : ℝ) :
    IsUnit (boltzmannOp L Ω B) := by
  rw [Matrix.isUnit_iff_isUnit_det, isUnit_iff_ne_zero]
  intro hdet
  obtain ⟨x, hx, h0⟩ := Matrix.exists_mulVec_eq_zero_iff.2 hdet
  have hpos := hL.dotProduct_mulVec_pos hx
  rw [star_trivial] at hpos
  -- the magnetic term drops out of the quadratic form
  have hmag : x ⬝ᵥ Ω *ᵥ x = 0 := by linarith [magnetic_antisymm hΩ x x]
  have hq : x ⬝ᵥ boltzmannOp L Ω B *ᵥ x = x ⬝ᵥ L *ᵥ x := by
    rw [boltzmannOp, Matrix.add_mulVec, Matrix.smul_mulVec, dotProduct_add,
      dotProduct_smul, hmag, smul_zero, add_zero]
  rw [h0, dotProduct_zero] at hq
  linarith

/-- Resolvent identity linking the inverse Boltzmann operators at two fields `B₀` and `B`, for
positive definite `L` and antisymmetric `Ω`. -/
theorem resolvent (hL : L.PosDef) (hΩ : Ωᵀ = -Ω) (B₀ B : ℝ) :
    (boltzmannOp L Ω B)⁻¹ = (boltzmannOp L Ω B₀)⁻¹ -
      (B - B₀) • ((boltzmannOp L Ω B₀)⁻¹ * Ω * (boltzmannOp L Ω B)⁻¹) := by
  have hK : boltzmannOp L Ω B = boltzmannOp L Ω B₀ + (B - B₀) • Ω := by
    unfold boltzmannOp
    module
  have h1 := Matrix.mul_nonsing_inv _
    ((Matrix.isUnit_iff_isUnit_det _).1 (boltzmannOp_isUnit hL hΩ B))
  have h2 := Matrix.nonsing_inv_mul _
    ((Matrix.isUnit_iff_isUnit_det _).1 (boltzmannOp_isUnit hL hΩ B₀))
  refine eq_sub_of_add_eq (Eq.symm ?_)
  calc (boltzmannOp L Ω B₀)⁻¹
      = (boltzmannOp L Ω B₀)⁻¹ * (boltzmannOp L Ω B * (boltzmannOp L Ω B)⁻¹) := by
        rw [h1, mul_one]
    _ = (boltzmannOp L Ω B₀)⁻¹ *
          ((boltzmannOp L Ω B₀ + (B - B₀) • Ω) * (boltzmannOp L Ω B)⁻¹) := by rw [← hK]
    _ = ((boltzmannOp L Ω B₀)⁻¹ * boltzmannOp L Ω B₀) * (boltzmannOp L Ω B)⁻¹ +
          (B - B₀) • ((boltzmannOp L Ω B₀)⁻¹ * Ω * (boltzmannOp L Ω B)⁻¹) := by
        simp only [add_mul, mul_add, smul_mul_assoc, mul_smul_comm, mul_assoc]
    _ = _ := by rw [h2, one_mul]

/-- For positive definite `L` and antisymmetric `Ω` the conductivity is a continuous function
of the magnetic field. -/
theorem conductivity_continuous (hL : L.PosDef) (hΩ : Ωᵀ = -Ω) (v w : n → ℝ) :
    Continuous fun B => conductivity L Ω v w B := by
  have hK : Continuous fun B => boltzmannOp L Ω B := by
    unfold boltzmannOp
    exact continuous_const.add (continuous_id.smul continuous_const)
  -- the inverse is the adjugate divided by a determinant that never vanishes
  have hinv : Continuous fun B => (boltzmannOp L Ω B)⁻¹ := by
    simp only [Matrix.inv_def, Ring.inverse_eq_inv']
    exact (hK.matrix_det.inv₀ fun B =>
      ((Matrix.isUnit_iff_isUnit_det _).1 (boltzmannOp_isUnit hL hΩ B)).ne_zero).smul
        hK.matrix_adjugate
  simp only [conductivity, dotProduct, Matrix.mulVec]
  exact continuous_finsetSum _ fun i _ => continuous_const.mul
    (continuous_finsetSum _ fun j _ => (hinv.matrix_elem i j).mul continuous_const)

/-- The field derivative of the conductivity at any field `B₀`, for positive definite `L` and
antisymmetric `Ω`. -/
theorem conductivity_hasDerivAt (hL : L.PosDef) (hΩ : Ωᵀ = -Ω) (v w : n → ℝ) (B₀ : ℝ) :
    HasDerivAt (conductivity L Ω v w)
      (-(v ⬝ᵥ ((boltzmannOp L Ω B₀)⁻¹ * Ω * (boltzmannOp L Ω B₀)⁻¹) *ᵥ w)) B₀ := by
  have hg : ∀ B, v ⬝ᵥ ((boltzmannOp L Ω B₀)⁻¹ * Ω * (boltzmannOp L Ω B)⁻¹) *ᵥ w =
      conductivity L Ω (v ᵥ* ((boltzmannOp L Ω B₀)⁻¹ * Ω)) w B := by
    intro B
    rw [conductivity, ← Matrix.mulVec_mulVec, Matrix.dotProduct_mulVec v]
  have key : ∀ B, conductivity L Ω v w B = conductivity L Ω v w B₀ -
      (B - B₀) * conductivity L Ω (v ᵥ* ((boltzmannOp L Ω B₀)⁻¹ * Ω)) w B := by
    intro B
    have h := congrArg (fun M => v ⬝ᵥ M *ᵥ w) (resolvent hL hΩ B₀ B)
    simp only [Matrix.sub_mulVec, Matrix.smul_mulVec, dotProduct_sub, dotProduct_smul,
      hg, smul_eq_mul] at h
    exact h
  rw [hg, hasDerivAt_iff_tendsto_slope]
  -- the difference quotient is itself a continuous function of the field
  have hlim := ((conductivity_continuous hL hΩ
    (v ᵥ* ((boltzmannOp L Ω B₀)⁻¹ * Ω)) w).neg.tendsto B₀).mono_left
      (nhdsWithin_le_nhds (s := {B₀}ᶜ))
  refine hlim.congr' ?_
  filter_upwards [self_mem_nhdsWithin] with B hB
  have hne : B - B₀ ≠ 0 := sub_ne_zero.2 hB
  rw [slope_def_field, key B, eq_div_iff hne]
  ring

end

end ConductivityHasDerivAt
```

Messages:

```
Try this:
  [apply] ring_nf
  
  The `ring` tactic failed to close the goal. Use `ring_nf` to obtain a normal form.
    
  Note that `ring` works primarily in *commutative* rings. If you have a noncommutative ring, abelian group or module, consider using `noncomm_ring`, `abel` or `module` instead.
Main.lean:89:81: error: unsolved goals
n : Type u_1
inst✝¹ : Fintype n
inst✝ : DecidableEq n
L Ω : Matrix n n ℝ
hL : L.PosDef
hΩ : Ωᵀ = -Ω
v w : n → ℝ
B₀ : ℝ
hg :
  ∀ (B : ℝ),
    v ⬝ᵥ ((boltzmannOp L Ω B₀)⁻¹ * Ω * (boltzmannOp L Ω B)⁻¹) *ᵥ w =
      conductivity L Ω (v ᵥ* ((boltzmannOp L Ω B₀)⁻¹ * Ω)) w B
key :
  ∀ (B : ℝ),
    conductivity L Ω v w B =
      conductivity L Ω v w B₀ - (B - B₀) * conductivity L Ω (v ᵥ* ((boltzmannOp L Ω B₀)⁻¹ * Ω)) w B
hlim :
  Tendsto (-fun B => conductivity L Ω (v ᵥ* ((boltzmannOp L Ω B₀)⁻¹ * Ω)) w B) (𝓝[≠] B₀)
    (𝓝 ((-fun B => conductivity L Ω (v ᵥ* ((boltzmannOp L Ω B₀)⁻¹ * Ω)) w B) B₀))
B : ℝ
hB : B ∈ {B₀}ᶜ
hne : B - B₀ ≠ 0
⊢ (-fun B => conductivity L Ω (v ᵥ* ((boltzmannOp L Ω B₀)⁻¹ * Ω)) w B) B * B -
      (-fun B => conductivity L Ω (v ᵥ* ((boltzmannOp L Ω B₀)⁻¹ * Ω)) w B) B * B₀ =
    -(B * conductivity L Ω (v ᵥ* ((boltzmannOp L Ω B₀)⁻¹ * Ω)) w B) +
      B₀ * conductivity L Ω (v ᵥ* ((boltzmannOp L Ω B₀)⁻¹ * Ω)) w B
```

The change, after which it compiles:

```diff
@@ -100,5 +100,5 @@
     exact h
   rw [hg, hasDerivAt_iff_tendsto_slope]
-  -- the difference quotient is itself a continuous function of the field
+  -- away from `B₀` the difference quotient agrees with a continuous function of the field
   have hlim := ((conductivity_continuous hL hΩ
     (v ᵥ* ((boltzmannOp L Ω B₀)⁻¹ * Ω)) w).neg.tendsto B₀).mono_left
@@ -108,4 +108,5 @@
   have hne : B - B₀ ≠ 0 := sub_ne_zero.2 hB
   rw [slope_def_field, key B, eq_div_iff hne]
+  simp only [Pi.neg_apply]
   ring
 
```

Cause. The error is an unsolved goal left by the final `ring`; the "Try this: ring_nf" message reports the same failure. The algebra is right, but the two sides write the same quantity differently. The continuity result was negated with `.neg`, so the limit function appears in `hlim` as a negated function, `-fun B => …`, and the left side of the goal has that function applied to `B`. The right side has the plain value `conductivity … B`. `ring` does not unfold the negation of a function at a point, so it treats `(-fun B => …) B` as an opaque term unrelated to `conductivity … B`, and the two sides cannot match.

The added `simp only [Pi.neg_apply]` turns the negated function applied to `B` into minus its value at `B`. Both sides then involve the same `conductivity … B`, and `ring` closes the goal.

The reworded comment has no effect on compilation. It only makes clear that the difference quotient agrees with the continuous function away from `B₀`.
